# How a finite mesh that misses the Fermi point hides the Peierls distortion of a sufficiently stiff linear-band chain

Take a single occupied level at distance $1/2$ below the Fermi energy. A distortion with gap parameter $d$ pushes it down to distance $\sqrt{1/4+d^2}$, at an elastic cost $C d^2$ with $C=1$. The gain is

$$\sqrt{\tfrac14+d^2}-\tfrac12=\frac{d^2}{\sqrt{1/4+d^2}+1/2}<d^2 \qquad (d\neq 0),$$

so every distortion costs energy and the chain looks stable. Now spread the occupied levels evenly over all distances $x$ from $0$ to $1$. When $d$ is much smaller than $x$, the gain is close to $d^2/(2x)$, and the average of $1/(2x)$ over the band diverges at $x=0$. As $d$ shrinks, the levels near the Fermi point therefore make the average gain divided by $d^2$ grow without bound, and it overtakes any elastic constant: with the same $C=1$, every $d$ with $0<d\le 2e^{-2}\approx 0.27$ lowers the energy. The single level is the one-point midpoint mesh for this band, and it misses the levels that drive the distortion.

For electronic-structure calculations this shows how a coarse Brillouin-zone mesh can make an unstable metallic chain appear stable, in a model of non-interacting electrons with a linear band and a single distortion parameter.

## The band, the lattice and the mesh

```lean
import Mathlib

open Filter Topology

namespace PeierlsMesh

noncomputable section

/-- Energy gained by an occupied level at distance `x` from the Fermi point when a
distortion opens the gap parameter `d`. -/
def levelGain (x d : ℝ) : ℝ := Real.sqrt (x ^ 2 + d ^ 2) - x
```

`levelGain x d` is the function $g(x,d)=\sqrt{x^2+d^2}-x$ of two real numbers. It comes from two states at energies $\pm x$ about the Fermi energy, coupled by a matrix element $d$: the new energies are $\pm\sqrt{x^2+d^2}$, and the occupied lower state gains $g$. The coupling is the same for all $x$. Energies are measured in units of the largest distance $x$ in the band.

```lean
/-- Elastic cost `C d²` minus the electronic gain integrated over the band `[0,1]`. -/
def chainEnergy (C d : ℝ) : ℝ := C * d ^ 2 - ∫ x in (0 : ℝ)..1, levelGain x d
```

This is the continuum energy relative to the undistorted chain,

$$E(d)=C d^2-\int_0^1 g(x,d)\,dx .$$

The constant $C$ stands for the harmonic stiffness of the lattice, expressed through the gap parameter, which is taken to be proportional to the atomic displacement. The density of levels is constant, and both terms are counted per occupied level. Since $g(x,0)=0$ for $x\ge 0$, we have $E(0)=0$, and a negative $E(d)$ means that the distortion lowers the energy.

```lean
variable {ι : Type*} [Fintype ι]

/-- The same energy with the band integral replaced by a finite sum with weights `w`
and nodes `x`. -/
def meshEnergy (w x : ι → ℝ) (C d : ℝ) : ℝ :=
  C * d ^ 2 - ∑ j, w j * levelGain (x j) d
```

The type `ι` is a finite set of labels for the mesh points, and `w` and `x` assign a weight $w_j$ and a node $x_j$ to each label $j$. The mesh energy is

$$E_{\rm mesh}(d)=C d^2-\sum_j w_j\,g(x_j,d).$$

The definition doesn't require the weights to sum to one or the nodes to lie in $[0,1]$, and the general mesh theorems below ask only that both be positive.

```lean
/-- The sum of `w j / (2 x j)` over the mesh, for nonzero nodes. -/
def meshThreshold (w x : ι → ℝ) : ℝ := ∑ j, w j / (2 * x j)
```

The threshold is $S=\sum_j w_j/(2x_j)$, the total second-order gain divided by $d^2$. For the single level of the opening, $S=1$.

## Two bounds on one level

```lean
/-- Away from the Fermi point, the gain of a level is strictly below its second-order
value `d² / (2x)` for every nonzero distortion. -/
theorem levelGain_lt {x d : ℝ} (hx : 0 < x) (hd : d ≠ 0) :
    levelGain x d < d ^ 2 / (2 * x) := by
  have hd2 : 0 < d ^ 2 := by positivity
  have hs := Real.sq_sqrt (by positivity : 0 ≤ x ^ 2 + d ^ 2)
  have h0 := Real.sqrt_nonneg (x ^ 2 + d ^ 2)
  have h1 : x < Real.sqrt (x ^ 2 + d ^ 2) := by nlinarith
  unfold levelGain
  rw [lt_div_iff₀ (by positivity)]
  nlinarith [mul_pos (sub_pos.2 h1) (sub_pos.2 h1)]
```

In a Lean theorem, the hypotheses stand before the final colon, the claim after it, and the proof after `:= by`. Here the claim is $g(x,d)<d^2/(2x)$ for $x>0$ and $d\ne0$.

By hand, write $s=\sqrt{x^2+d^2}$, so that $s^2=x^2+d^2$ and $s>x$. Then

$$d^2-2x(s-x)=s^2-2xs+x^2=(s-x)^2>0,$$

and dividing by $2x$ gives the claim. In the proof, `hs` is the identity for $s^2$ and `h1` is $s>x$. The `rw` line clears the denominator, and `nlinarith`, which searches for proofs of polynomial inequalities, receives the positive product $(s-x)(s-x)$ as a hint.

```lean
/-- For `x ≥ 0` and `d > 0`, the gain of a level is at least `d² / (2x + d)`. -/
theorem le_levelGain {x d : ℝ} (hx : 0 ≤ x) (hd : 0 < d) :
    d ^ 2 / (2 * x + d) ≤ levelGain x d := by
  have hs := Real.sq_sqrt (by positivity : 0 ≤ x ^ 2 + d ^ 2)
  have h0 := Real.sqrt_nonneg (x ^ 2 + d ^ 2)
  have h1 : x ≤ Real.sqrt (x ^ 2 + d ^ 2) := by nlinarith [sq_nonneg d]
  have h2 : Real.sqrt (x ^ 2 + d ^ 2) ≤ x + d :=
    Real.sqrt_le_iff.mpr ⟨by positivity, by nlinarith [mul_nonneg hx hd.le]⟩
  unfold levelGain
  rw [div_le_iff₀ (by positivity)]
  nlinarith [mul_nonneg (sub_nonneg.2 h1) (sub_nonneg.2 h2)]
```

The lower bound is $g(x,d)\ge d^2/(2x+d)$ for $x\ge0$ and $d>0$. It holds at the Fermi point too, where both sides equal $d$. From $x^2+d^2\le(x+d)^2$ we get $x\le s\le x+d$, hence

$$d^2=(s-x)(s+x)\le(s-x)(2x+d).$$

The two inequalities for $s$ are `h1` and `h2`, and the hint to `nlinarith` is the product $(s-x)(x+d-s)\ge0$, which is the difference of the two sides.

## The continuum always distorts

```lean
/-- For `d > 0`, the gain of the whole band is at least `(d²/2) log (1 + 2/d)`. -/
theorem log_le_bandGain {d : ℝ} (hd : 0 < d) :
    d ^ 2 / 2 * Real.log (1 + 2 / d) ≤ ∫ x in (0 : ℝ)..1, levelGain x d := by
  have hne : ∀ x ∈ Set.uIcc (0 : ℝ) 1, 2 * x + d ≠ 0 := by
    intro x hx
    rw [Set.uIcc_of_le zero_le_one] at hx
    have hp : 0 < 2 * x + d := by linarith [hx.1]
    exact hp.ne'
  -- an antiderivative of the lower bound
  have hder : ∀ x ∈ Set.uIcc (0 : ℝ) 1,
      HasDerivAt (fun y : ℝ => d ^ 2 / 2 * Real.log (2 * y + d)) (d ^ 2 / (2 * x + d)) x := by
    intro x hx
    have h1 : HasDerivAt (fun y : ℝ => 2 * y + d) 2 x :=
      (((hasDerivAt_id' x).const_mul (2 : ℝ)).add_const d).congr_deriv (by ring)
    exact ((h1.log (hne x hx)).const_mul (d ^ 2 / 2)).congr_deriv (by ring)
  have hint : IntervalIntegrable (fun x : ℝ => d ^ 2 / (2 * x + d))
      MeasureTheory.volume 0 1 :=
    (ContinuousOn.div continuousOn_const (by fun_prop) hne).intervalIntegrable
  have hcont : Continuous (fun x : ℝ => levelGain x d) :=
    (Real.continuous_sqrt.comp
      (by fun_prop : Continuous fun x : ℝ => x ^ 2 + d ^ 2)).sub continuous_id
  have e : ∫ x in (0 : ℝ)..1, d ^ 2 / (2 * x + d)
      = d ^ 2 / 2 * Real.log (2 * 1 + d) - d ^ 2 / 2 * Real.log (2 * 0 + d) :=
    intervalIntegral.integral_eq_sub_of_hasDerivAt hder hint
  have hm : ∫ x in (0 : ℝ)..1, d ^ 2 / (2 * x + d) ≤ ∫ x in (0 : ℝ)..1, levelGain x d :=
    intervalIntegral.integral_mono_on zero_le_one hint (hcont.intervalIntegrable 0 1)
      (fun x hx => le_levelGain hx.1 hd)
  have hq : 1 + 2 / d = (2 * 1 + d) / d := by
    rw [add_div, div_self hd.ne']
    ring
  have hz : 2 * 0 + d = d := by ring
  rw [hz] at e
  rw [hq, Real.log_div (by positivity) hd.ne']
  linarith
```

Integrating the lower bound over the band gives

$$\int_0^1 g(x,d)\,dx\ \ge\ \int_0^1\frac{d^2}{2x+d}\,dx=\frac{d^2}{2}\bigl[\log(2x+d)\bigr]_0^1=\frac{d^2}{2}\log\Bigl(1+\frac2d\Bigr).$$

The proof has the same parts. `hder` checks the antiderivative by differentiating it, and `e` evaluates the integral from its endpoints. `hint` and `hcont` supply the integrability of the two functions, and `hm` compares their integrals using the pointwise bound. The last lines combine the two logarithms.

```lean
/-- In the continuum, every distortion with `0 < d ≤ 2 exp (-2C)` lowers the energy below
that of the undistorted chain, whatever the elastic constant `C`. -/
theorem chainEnergy_neg {C d : ℝ} (hd : 0 < d) (hdC : d ≤ 2 * Real.exp (-(2 * C))) :
    chainEnergy C d < 0 := by
  have hE : Real.exp (2 * C) * Real.exp (-(2 * C)) = 1 := by
    rw [← Real.exp_add]
    simp
  have h1 : Real.exp (2 * C) ≤ 2 / d := by
    rw [le_div_iff₀ hd]
    nlinarith [mul_le_mul_of_nonneg_left hdC (Real.exp_pos (2 * C)).le]
  -- the logarithm beats the elastic constant
  have h2 : 2 * C < Real.log (1 + 2 / d) :=
    (Real.lt_log_iff_exp_lt (by positivity)).2 (by linarith)
  have h3 := mul_lt_mul_of_pos_left h2 (by positivity : 0 < d ^ 2 / 2)
  have h4 := log_le_bandGain hd
  unfold chainEnergy
  linarith
```

For any real $C$, every $d$ with $0<d\le 2e^{-2C}$ satisfies $E(d)<0$. The condition on $d$ gives $e^{2C}\le 2/d<1+2/d$, so $2C<\log(1+2/d)$. Multiplying by $d^2/2$,

$$C d^2<\frac{d^2}{2}\log\Bigl(1+\frac2d\Bigr)\le\int_0^1 g(x,d)\,dx .$$

These steps are `h1`, `h2`, `h3` and `h4`. A stiffer lattice makes the window exponentially narrower but never closes it. The theorem gives a sufficient range of $d$ and does not locate the energy minimum.

## The mesh has a threshold

```lean
/-- On a mesh with positive nodes and weights, an elastic constant below the threshold
lets all sufficiently small positive distortions lower the energy. -/
theorem meshEnergy_neg {w x : ι → ℝ} {C : ℝ} (hw : ∀ j, 0 < w j) (hx : ∀ j, 0 < x j)
    (hC : C < meshThreshold w x) : ∀ᶠ d in 𝓝[>] (0 : ℝ), meshEnergy w x C d < 0 := by
  have ht : Tendsto (fun d : ℝ => ∑ j, w j / (2 * x j + d)) (𝓝 0)
      (𝓝 (meshThreshold w x)) := by
    unfold meshThreshold
    apply tendsto_finsetSum
    intro j _
    have hp : 0 < 2 * x j + 0 := by linarith [hx j]
    have h : ContinuousAt (fun d : ℝ => w j / (2 * x j + d)) 0 :=
      ContinuousAt.div continuousAt_const (by fun_prop) hp.ne'
    have h2 := h.tendsto
    simp only [add_zero] at h2
    exact h2
  filter_upwards [(ht.mono_left nhdsWithin_le_nhds).eventually_const_lt hC,
    self_mem_nhdsWithin] with d h1 h2
  have hd : 0 < d := h2
  have h3 : (∑ j, w j / (2 * x j + d)) * d ^ 2 ≤ ∑ j, w j * levelGain (x j) d := by
    rw [Finset.sum_mul]
    apply Finset.sum_le_sum
    intro j _
    calc w j / (2 * x j + d) * d ^ 2 = w j * (d ^ 2 / (2 * x j + d)) := by ring
      _ ≤ _ := mul_le_mul_of_nonneg_left (le_levelGain (hx j).le hd) (hw j).le
  have h4 := mul_lt_mul_of_pos_right h1 (by positivity : 0 < d ^ 2)
  unfold meshEnergy
  linarith
```

The expression `∀ᶠ d in 𝓝[>] (0 : ℝ)` reads "for all sufficiently small positive $d$": there is an $\varepsilon>0$ such that the statement holds whenever $0<d<\varepsilon$. The theorem says that if $C<S$, the mesh does show the distortion at such $d$.

By hand, sum the lower bound over the mesh:

$$\sum_j w_j\,g(x_j,d)\ge d^2 F(d),\qquad F(d)=\sum_j\frac{w_j}{2x_j+d}.$$

As $d\to0$, each term of $F$ tends to $w_j/(2x_j)$, because $x_j>0$, so $F(d)\to S$. Since $C<S$, we have $F(d)>C$ for small $d$, and the gain exceeds $Cd^2$. In Lean, `ht` is the limit of $F$, and `filter_upwards` picks a $d$ that is positive and has $F(d)>C$. `h3` is the summed bound.

```lean
/-- On a nonempty mesh with positive nodes and weights, every nonzero distortion costs
energy exactly when the elastic constant is at least the mesh threshold. -/
theorem meshEnergy_pos_iff [Nonempty ι] {w x : ι → ℝ} {C : ℝ} (hw : ∀ j, 0 < w j)
    (hx : ∀ j, 0 < x j) :
    (∀ d : ℝ, d ≠ 0 → 0 < meshEnergy w x C d) ↔ meshThreshold w x ≤ C := by
  constructor
  · intro h
    by_contra hC
    have hp : ∀ᶠ d : ℝ in 𝓝[>] 0, 0 < d := self_mem_nhdsWithin
    obtain ⟨d, h1, h2⟩ := ((meshEnergy_neg hw hx (not_le.1 hC)).and hp).exists
    linarith [h d h2.ne']
  · intro hC d hd
    -- sum the strict second-order bound over the mesh
    have h1 : ∑ j, w j * levelGain (x j) d < meshThreshold w x * d ^ 2 := by
      unfold meshThreshold
      rw [Finset.sum_mul]
      apply Finset.sum_lt_sum_of_nonempty Finset.univ_nonempty
      intro j _
      calc w j * levelGain (x j) d < w j * (d ^ 2 / (2 * x j)) :=
            mul_lt_mul_of_pos_left (levelGain_lt (hx j) hd) (hw j)
        _ = _ := by ring
    have h2 := mul_le_mul_of_nonneg_right hC (sq_nonneg d)
    unfold meshEnergy
    linarith
```

The symbol `↔` means "if and only if". On a nonempty mesh with positive nodes and weights, $E_{\rm mesh}(d)>0$ for every $d\ne0$ exactly when $S\le C$. As $E_{\rm mesh}(0)=0$, this is the condition for the undistorted chain to be the strict global minimum of the mesh energy.

The proof treats the two directions in turn. Suppose first that all nonzero distortions cost energy. If $C<S$ held, the previous theorem would provide a small positive $d$ with negative energy, a contradiction. Conversely, let $S\le C$ and $d\neq0$. Summing the strict upper bound gives

$$\sum_j w_j\,g(x_j,d)<\sum_j\frac{w_j}{2x_j}\,d^2=S d^2\le C d^2 .$$

The strictness of the first inequality is what includes the borderline $C=S$. It needs at least one mesh point, hence `[Nonempty ι]`: with no points and $C=0$, the threshold condition holds but the energy is zero for all $d$.

```lean
/-- A nonempty mesh with positive nodes and weights and threshold at most `C` makes every
nonzero distortion costly, although in the continuum all `0 < d ≤ 2 exp (-2C)` lower
the energy. -/
theorem mesh_hides_distortion [Nonempty ι] {w x : ι → ℝ} {C : ℝ} (hw : ∀ j, 0 < w j)
    (hx : ∀ j, 0 < x j) (hC : meshThreshold w x ≤ C) :
    (∀ d : ℝ, d ≠ 0 → 0 < meshEnergy w x C d) ∧
      ∀ d : ℝ, 0 < d → d ≤ 2 * Real.exp (-(2 * C)) → chainEnergy C d < 0 :=
  ⟨(meshEnergy_pos_iff hw hx).2 hC, fun _ hd hdC => chainEnergy_neg hd hdC⟩
```

This theorem places the two energies side by side, with `∧` meaning "and". For $C\ge S$, the mesh energy is positive at every nonzero $d$, while the continuum energy with the same $C$ is negative for all $0<d\le2e^{-2C}$. The proof pairs the two earlier results. On such a mesh, scanning $d$ more finely won't reveal the distortion; the mesh itself has to change.

## Refining the midpoint mesh

```lean
/-- The nodes `(j + 1/2) / N` of the midpoint mesh with `N ≥ 1` points on `[0,1]`. -/
def midNode (N : ℕ) (j : Fin N) : ℝ := (((j : ℕ) : ℝ) + 1 / 2) / N
```

`Fin N` is the set of labels $j=0,\dots,N-1$, and the nodes are $x_j=(j+\tfrac12)/N$, the midpoints of $N$ equal intervals. None of them lies at the Fermi point.

```lean
/-- The threshold of the `N`-point midpoint mesh with equal weights `1/N` is the sum of
the first `N` odd reciprocals. -/
theorem midpoint_threshold (N : ℕ) :
    meshThreshold (fun _ : Fin N => 1 / (N : ℝ)) (midNode N)
      = ∑ j ∈ Finset.range N, 1 / (2 * (j : ℝ) + 1) := by
  rw [← Fin.sum_univ_eq_sum_range (fun j : ℕ => 1 / (2 * (j : ℝ) + 1)) N]
  unfold meshThreshold
  apply Finset.sum_congr rfl
  intro j _
  have hN : (N : ℝ) ≠ 0 := Nat.cast_ne_zero.2 (by have := j.isLt; omega)
  have hj : 2 * ((j : ℕ) : ℝ) + 1 ≠ 0 := by positivity
  have e : 2 * midNode N j = (2 * ((j : ℕ) : ℝ) + 1) / N := by
    unfold midNode
    ring
  rw [e]
  field_simp
```

With weights $1/N$ the factors of $N$ cancel:

$$S_N=\sum_{j=0}^{N-1}\frac{1/N}{2(j+1/2)/N}=\sum_{j=0}^{N-1}\frac1{2j+1}.$$

The proof compares the sums term by term; `e` rewrites $2x_j$ as $(2j+1)/N$, and `field_simp` cancels the fractions. The first values are $S_1=1$ and $S_2=4/3$. At $C=1$, the one-point mesh therefore hides the distortion and the two-point mesh shows it.

```lean
/-- For any elastic constant, all sufficiently fine midpoint meshes show an energy
lowering at all sufficiently small positive distortions. -/
theorem fine_mesh_reveals_distortion (C : ℝ) :
    ∀ᶠ N : ℕ in atTop, ∀ᶠ d in 𝓝[>] (0 : ℝ),
      meshEnergy (fun _ : Fin N => 1 / (N : ℝ)) (midNode N) C d < 0 := by
  -- comparison with half the harmonic series
  have hdiv : Tendsto (fun N : ℕ => ∑ j ∈ Finset.range N, 1 / (2 * (j : ℝ) + 1))
      atTop atTop := by
    refine tendsto_atTop_mono (fun N => ?_)
      (Real.tendsto_sum_range_one_div_nat_succ_atTop.const_mul_atTop
        (by norm_num : (0 : ℝ) < 1 / 2))
    rw [Finset.mul_sum]
    apply Finset.sum_le_sum
    intro i _
    rw [div_mul_div_comm, one_mul]
    exact one_div_le_one_div_of_le (by positivity) (by linarith)
  filter_upwards [hdiv.eventually_gt_atTop C] with N hN
  have hpos : ∀ j : Fin N, (0 : ℝ) < N := fun j =>
    Nat.cast_pos.2 ((Nat.zero_le _).trans_lt j.isLt)
  apply meshEnergy_neg
  · intro j
    exact one_div_pos.2 (hpos j)
  · intro j
    exact div_pos (by positivity) (hpos j)
  · rw [midpoint_threshold]
    exact hN

end

end PeierlsMesh
```

There are two nested "eventually" statements here. For each $C$ there is an $N_0$ such that every midpoint mesh with $N\ge N_0$ points has negative energy at all sufficiently small positive $d$. How small $d$ must be may depend on $N$.

By hand, $2j+1\le2(j+1)$ gives

$$S_N\ge\frac12\sum_{j=0}^{N-1}\frac1{j+1},$$

and the harmonic series on the right diverges. Thus $S_N$ eventually exceeds any given $C$, and the result for $C<S$ applies. In the proof, `hdiv` is the divergence of $S_N$, obtained from this comparison. After `apply meshEnergy_neg`, the three bullets check that the weights are positive, that the nodes are positive, and that $C<S_N$.

```lean
#print axioms PeierlsMesh.mesh_hides_distortion
-- 'PeierlsMesh.mesh_hides_distortion' depends on axioms: [propext, Classical.choice, Quot.sound]
#print axioms PeierlsMesh.fine_mesh_reveals_distortion
-- 'PeierlsMesh.fine_mesh_reveals_distortion' depends on axioms: [propext, Classical.choice, Quot.sound]
```
